# One partitioned-energy fixed point below a bath whose lowest level is coupled, with every other trial and its image on opposite sides

A reference state of energy $a$ is coupled to finitely many bath states $k$ of energies $e_k$ by real matrix elements $V_k$. The bath states are orthonormal, orthogonal to the reference, and not coupled to one another. Eliminating them gives the partitioned energy function

$$f(E) = a + \sum_k \frac{V_k^2}{E - e_k}.$$

This is Löwdin partitioning with a single reference state and a diagonal bath block. A finite bath with real symmetric internal couplings can be brought to this form by diagonalising it first.

In Lean the bath states are the elements of a finite type `ι`, and the full basis is `Option ι`: `none` is the reference and `some k` is bath state $k$. A state `v` has reference amplitude $x$ = `v none` and bath amplitudes $c_k$ = `v (some k)`, and need not be normalised. All energies are real numbers in one common unit.

```lean
import Mathlib

open Matrix

namespace LoewdinBracketing

noncomputable section

variable {ι : Type*} [Fintype ι]

/-- The Hamiltonian of one reference state of energy `a` (index `none`) coupled by `V k` to
bath states of energies `e k` (indices `some k`). -/
def hamiltonian [DecidableEq ι] (a : ℝ) (e V : ι → ℝ) : Matrix (Option ι) (Option ι) ℝ
  | none, none => a
  | none, some k => V k
  | some k, none => V k
  | some k, some l => if k = l then e k else 0

/-- The partitioned energy function `f(E) = a + ∑ V_k² / (E - e_k)`. -/
def partitionedEnergy (a : ℝ) (e V : ι → ℝ) (E : ℝ) : ℝ :=
  a + ∑ k, V k ^ 2 / (E - e k)
```

The main theorem, `fixedPoint_bracketing`, takes a bath state $k_0$ with $e_{k_0} \le e_k$ for all $k$ and $V_{k_0} \neq 0$. It states that exactly one $E_0 < e_{k_0}$ satisfies $f(E_0) = E_0$, and that for every other $E < e_{k_0}$ either $E < E_0 < f(E)$ or $f(E) < E_0 < E$. The bath is nonempty because $k_0$ belongs to it. The remaining couplings may vanish, and if the lowest level is degenerate, one coupled member is enough.

## An energy that avoids the bath levels

The link between $f$ and the Hamiltonian needs $E \neq e_k$ for all $k$, which is `hE` in `eigenvalue_iff_fixedPoint`. Physically, no bath state is resonant with the energy sought. The eigenvalue equations are

$$a x + \sum_k V_k c_k = E x, \qquad V_k x + e_k c_k = E c_k .$$

Since $E - e_k \neq 0$, the second gives $c_k = V_k x/(E - e_k)$. If $x$ were zero, all amplitudes would vanish, so $x \neq 0$. Inserting $c_k$ into the first equation and dividing by $x$ gives $f(E) = E$. Conversely, if $f(E) = E$, then $x = 1$ and $c_k = V_k/(E - e_k)$ solve both equations. The normalised state has reference weight $1/\bigl(1 + \sum_k V_k^2/(E-e_k)^2\bigr)$.

The first lemma supplies the two rows.

```lean
/-- The reference component and the bath components of the Hamiltonian acting on a state. -/
theorem hamiltonian_mulVec [DecidableEq ι] (a : ℝ) (e V : ι → ℝ) (v : Option ι → ℝ) :
    (hamiltonian a e V *ᵥ v) none = a * v none + ∑ k, V k * v (some k) ∧
    ∀ k, (hamiltonian a e V *ᵥ v) (some k) = V k * v none + e k * v (some k) := by
  constructor
  · simp [Matrix.mulVec, dotProduct, Fintype.sum_option, hamiltonian]
  · intro k
    simp [Matrix.mulVec, dotProduct, Fintype.sum_option, hamiltonian, ite_mul]
```

In the next proof, `hs` is the elimination of the bath amplitudes, `hx` shows that the reference amplitude is nonzero, and `mul_right_cancel₀` divides by it. The second half checks the explicit eigenvector row by row.

```lean
/-- Löwdin partitioning: an energy `E` different from all bath levels is an eigenvalue of the
Hamiltonian exactly when it is a fixed point of the partitioned energy function. -/
theorem eigenvalue_iff_fixedPoint [DecidableEq ι] (a : ℝ) (e V : ι → ℝ) (E : ℝ)
    (hE : ∀ k, E ≠ e k) :
    (∃ v : Option ι → ℝ, v ≠ 0 ∧ hamiltonian a e V *ᵥ v = E • v) ↔
      partitionedEnergy a e V E = E := by
  constructor
  · rintro ⟨v, hv, h⟩
    obtain ⟨h0, h1⟩ := hamiltonian_mulVec a e V v
    rw [h] at h0 h1
    simp only [Pi.smul_apply, smul_eq_mul] at h0 h1
    -- the bath amplitudes follow from the reference amplitude
    have hs : ∀ k, v (some k) = V k / (E - e k) * v none := by
      intro k
      rw [div_mul_eq_mul_div, eq_div_iff (sub_ne_zero.mpr (hE k))]
      linear_combination h1 k
    have hx : v none ≠ 0 := by
      intro hx
      apply hv
      funext o
      cases o with
      | none => exact hx
      | some k => rw [hs k, hx, mul_zero]; rfl
    have hsum : ∑ k, V k * v (some k) = (∑ k, V k ^ 2 / (E - e k)) * v none := by
      rw [Finset.sum_mul]
      refine Finset.sum_congr rfl fun k _ => ?_
      rw [hs k]
      ring
    rw [hsum] at h0
    apply mul_right_cancel₀ hx
    unfold partitionedEnergy
    linear_combination -h0
  · intro h
    let v : Option ι → ℝ := fun o => o.elim 1 (fun k => V k / (E - e k))
    have v0 : v none = 1 := rfl
    have v1 : ∀ k, v (some k) = V k / (E - e k) := fun _ => rfl
    obtain ⟨h0, h1⟩ := hamiltonian_mulVec a e V v
    refine ⟨v, fun hv => ?_, ?_⟩
    · have h2 := congrFun hv none
      rw [v0] at h2
      exact one_ne_zero h2
    · funext o
      cases o with
      | none =>
        have hsum : ∑ k, V k * v (some k) = ∑ k, V k ^ 2 / (E - e k) := by
          refine Finset.sum_congr rfl fun k _ => ?_
          rw [v1 k]
          ring
        rw [h0, hsum, Pi.smul_apply, smul_eq_mul, v0]
        unfold partitionedEnergy at h
        linarith
      | some k =>
        have hk : E - e k ≠ 0 := sub_ne_zero.mpr (hE k)
        have h3 : V k / (E - e k) * (E - e k) = V k := div_mul_cancel₀ _ hk
        rw [h1 k, Pi.smul_apply, smul_eq_mul, v0, v1 k]
        linear_combination -h3
```

Without `hE` the equivalence fails. Take $a = 1$ and two bath levels at $0$ with $V_1 = V_2 = 1$. The state with amplitudes $(0, 1, -1)/\sqrt2$ is an eigenvector with eigenvalue $0$, but $f$ has a pole there. (Lean sets division by zero to zero, so its $f(0)$ is $1$, which is not a fixed point either.)

## Trial energies below the whole bath

The hypothesis `hmin` says that $e_{k_0}$ is the bottom of the bath. Any $E < e_{k_0}$ then makes every denominator negative, so no pole lies in the region considered. For $E < E' < e_{k_0}$,

$$\frac{V_k^2}{E - e_k} - \frac{V_k^2}{E' - e_k} = V_k^2\,\frac{E' - E}{(E - e_k)(E' - e_k)} \ge 0,$$

with strict inequality for $k = k_0$. Summing over $k$ gives $f(E') < f(E)$.

In the proof, `key` is this identity and `hpos` the sign of the fraction. `Finset.sum_lt_sum` then needs a weak inequality for each term and a strict one for $k_0$.

```lean
/-- Below the bath, the partitioned energy function is strictly decreasing if a lowest bath
level is coupled to the reference state. -/
theorem partitionedEnergy_lt (a : ℝ) (e V : ι → ℝ) (k₀ : ι) (hmin : ∀ k, e k₀ ≤ e k)
    (hV : V k₀ ≠ 0) {E E' : ℝ} (hlt : E < E') (hE' : E' < e k₀) :
    partitionedEnergy a e V E' < partitionedEnergy a e V E := by
  have key : ∀ k, V k ^ 2 / (E - e k) - V k ^ 2 / (E' - e k)
      = V k ^ 2 * ((E' - E) / ((E - e k) * (E' - e k))) := by
    intro k
    have h1 : E - e k ≠ 0 := (show E - e k < 0 by linarith [hmin k]).ne
    have h2 : E' - e k ≠ 0 := (show E' - e k < 0 by linarith [hmin k]).ne
    field_simp
    ring
  have hpos : ∀ k, 0 < (E' - E) / ((E - e k) * (E' - e k)) := fun k =>
    div_pos (by linarith)
      (mul_pos_of_neg_of_neg (by linarith [hmin k]) (by linarith [hmin k]))
  unfold partitionedEnergy
  have hsum : ∑ k, V k ^ 2 / (E' - e k) < ∑ k, V k ^ 2 / (E - e k) := by
    refine Finset.sum_lt_sum (fun k _ => ?_) ⟨k₀, Finset.mem_univ _, ?_⟩
    · have := mul_nonneg (sq_nonneg (V k)) (hpos k).le
      linarith [key k]
    · have := mul_pos (pow_pos (abs_pos.mpr hV) 2) (hpos k₀)
      rw [sq_abs] at this
      linarith [key k₀]
  linarith
```

If $k_0$ is not a lowest level, uniqueness can fail. With $a = 0$, levels $-1$ and $1$, and both couplings equal to $1$, the fixed points are $-\sqrt3$, $0$ and $\sqrt3$; two of them lie below the upper level.

The trial energy must also stay below the bath. With $a = 0$ and one level at $0$ with coupling $1$, $f(E) = 1/E$ and $E_0 = -1$. The trial $E = 1/2$ has image $2$, and both lie above $E_0$.

## A reference that couples to the bottom of the bath

The hypothesis `hV`, $V_{k_0} \neq 0$, says that the reference interacts with a lowest bath state. It made the decrease strict above, and it also forces a fixed point to exist.

Far below the bath, take $L = \min\bigl(e_{k_0} - 1,\; a - \sum_k V_k^2\bigr)$. Each $L - e_k \le -1$, so each term of the sum is at least $-V_k^2$, and $f(L) \ge a - \sum_k V_k^2 \ge L$.

Just below the bath, take $R = e_{k_0} - d$ with

$$d = \frac{V_{k_0}^2}{V_{k_0}^2 + |a - e_{k_0}| + 1}, \qquad 0 < d \le 1 .$$

The $k_0$ term equals $-(V_{k_0}^2 + |a - e_{k_0}| + 1)$ and the others are at most zero. Hence $f(R) \le a - |a - e_{k_0}| - 1 - V_{k_0}^2 \le e_{k_0} - 1 \le R$. The function $f(E) - E$ is continuous on $[L, R]$ and passes from nonnegative to nonpositive, so it has a zero.

The proof builds $L$ and $R$ in this way, uses `hmin` to keep the denominators nonzero in `hcont`, and finishes with `intermediate_value_Icc'`.

```lean
/-- If a lowest bath level is coupled to the reference state, the partitioned energy function
has a fixed point below the bath. -/
theorem exists_fixedPoint (a : ℝ) (e V : ι → ℝ) (k₀ : ι) (hmin : ∀ k, e k₀ ≤ e k)
    (hV : V k₀ ≠ 0) : ∃ E₀ < e k₀, partitionedEnergy a e V E₀ = E₀ := by
  have hW : 0 < V k₀ ^ 2 := by positivity
  -- far below the bath, `f(L) ≥ L`
  obtain ⟨L, hL1, hL⟩ : ∃ L ≤ e k₀ - 1, L ≤ partitionedEnergy a e V L := by
    refine ⟨min (e k₀ - 1) (a - ∑ k, V k ^ 2), min_le_left _ _, ?_⟩
    have h1 := min_le_left (e k₀ - 1) (a - ∑ k, V k ^ 2)
    have h2 := min_le_right (e k₀ - 1) (a - ∑ k, V k ^ 2)
    generalize min (e k₀ - 1) (a - ∑ k, V k ^ 2) = L at h1 h2 ⊢
    have h3 : ∑ k, -(V k ^ 2) ≤ ∑ k, V k ^ 2 / (L - e k) := by
      refine Finset.sum_le_sum fun k _ => ?_
      rw [le_div_iff_of_neg (by linarith [hmin k])]
      nlinarith [hmin k, sq_nonneg (V k)]
    rw [Finset.sum_neg_distrib] at h3
    unfold partitionedEnergy
    linarith
  -- just below the lowest bath level, `f(R) ≤ R`
  obtain ⟨R, hR1, hR2, hR⟩ : ∃ R, e k₀ - 1 ≤ R ∧ R < e k₀ ∧
      partitionedEnergy a e V R ≤ R := by
    have hD : 0 < V k₀ ^ 2 + |a - e k₀| + 1 := by positivity
    obtain ⟨d, hd⟩ : ∃ d, d = V k₀ ^ 2 / (V k₀ ^ 2 + |a - e k₀| + 1) := ⟨_, rfl⟩
    have hd0 : 0 < d := hd ▸ div_pos hW hD
    have hd1 : d ≤ 1 := by
      rw [hd, div_le_one hD]
      linarith [abs_nonneg (a - e k₀)]
    have hdW : V k₀ ^ 2 / (e k₀ - d - e k₀) = -(V k₀ ^ 2 + |a - e k₀| + 1) := by
      rw [div_eq_iff (by linarith : e k₀ - d - e k₀ < 0).ne]
      have : d * (V k₀ ^ 2 + |a - e k₀| + 1) = V k₀ ^ 2 := by
        rw [hd, div_mul_cancel₀ _ hD.ne']
      linear_combination -this
    refine ⟨e k₀ - d, by linarith, by linarith, ?_⟩
    have hsum : ∑ k, V k ^ 2 / (e k₀ - d - e k) ≤ V k₀ ^ 2 / (e k₀ - d - e k₀) := by
      classical
      rw [← Finset.add_sum_erase _ _ (Finset.mem_univ k₀)]
      have : ∑ k ∈ Finset.univ.erase k₀, V k ^ 2 / (e k₀ - d - e k) ≤ 0 :=
        Finset.sum_nonpos fun k _ =>
          div_nonpos_of_nonneg_of_nonpos (sq_nonneg _) (by linarith [hmin k])
      linarith
    unfold partitionedEnergy
    linarith [le_abs_self (a - e k₀)]
  have hcont : ContinuousOn (fun E => partitionedEnergy a e V E - E) (Set.Icc L R) := by
    unfold partitionedEnergy
    refine ContinuousOn.sub (ContinuousOn.add continuousOn_const
      (continuousOn_finsetSum _ fun k _ => ContinuousOn.div continuousOn_const
        (by fun_prop) fun x hx => ?_)) continuousOn_id
    have : x - e k < 0 := by linarith [hx.2, hmin k]
    exact this.ne
  obtain ⟨E₀, hE₀, h0⟩ := intermediate_value_Icc' (hL1.trans hR1) hcont
    (show (0 : ℝ) ∈ Set.Icc _ _ from ⟨by linarith, by linarith⟩)
  exact ⟨E₀, by linarith [hE₀.2], sub_eq_zero.mp h0⟩
```

Bracketing follows from strict decrease. If $E < E_0$, then $f(E) > f(E_0) = E_0$; if $E_0 < E < e_{k_0}$, then $f(E) < E_0$. A second fixed point would have to lie on both sides of $E_0$ at once. In the proof, `hbr` is the case distinction, and uniqueness is drawn from it.

```lean
/-- If a lowest bath level is coupled to the reference state, there is exactly one fixed point
`E₀` below the bath, and any other trial energy `E` below the bath and its image `f(E)` lie
strictly on opposite sides of `E₀`. -/
theorem fixedPoint_bracketing (a : ℝ) (e V : ι → ℝ) (k₀ : ι) (hmin : ∀ k, e k₀ ≤ e k)
    (hV : V k₀ ≠ 0) :
    ∃ E₀ < e k₀, partitionedEnergy a e V E₀ = E₀ ∧
      (∀ E < e k₀, partitionedEnergy a e V E = E → E = E₀) ∧
      ∀ E < e k₀, E ≠ E₀ →
        (E < E₀ ∧ E₀ < partitionedEnergy a e V E) ∨
        (partitionedEnergy a e V E < E₀ ∧ E₀ < E) := by
  obtain ⟨E₀, hlt, hfix⟩ := exists_fixedPoint a e V k₀ hmin hV
  have hbr : ∀ E < e k₀, E ≠ E₀ →
      (E < E₀ ∧ E₀ < partitionedEnergy a e V E) ∨
      (partitionedEnergy a e V E < E₀ ∧ E₀ < E) := by
    intro E hE hne
    rcases lt_or_gt_of_ne hne with h | h
    · have := partitionedEnergy_lt a e V k₀ hmin hV h hlt
      exact Or.inl ⟨h, by linarith⟩
    · have := partitionedEnergy_lt a e V k₀ hmin hV h hE
      exact Or.inr ⟨by linarith, h⟩
  refine ⟨E₀, hlt, hfix, fun E hE hf => ?_, hbr⟩
  by_contra hne
  rcases hbr E hE hne with h | h <;> linarith [h.1, h.2]
```

The equation $f(E) = E$ can be solved iteratively, as an alternative to diagonalising the full Hamiltonian. The equation has the form of the second-order Brillouin–Wigner energy, in which couplings among the bath states are neglected. For this single-reference model with a finite diagonal bath and a coupled lowest level, one evaluation of $f$ at a trial below the bath gives both a lower and an upper bound on the root below the bath. A solver can keep the tightest bounds found and bisect between them. When $f(E)$ lies above $e_{k_0}$, the level $e_{k_0}$ is the better upper bound.

Bracketing does not make plain iteration converge: for $f(E) = 1/E$, the trial $-2$ goes to $-1/2$ and back to $-2$.

## A fixed point below every bath level

The lower bound `fixedPoint_le_energy` assumes $E_0 < e_k$ for all $k$ (`hE`) and $f(E_0) = E_0$ (`hfix`), and holds with or without coupling. For nonzero `v`, dividing by the squared norm turns its conclusion into $E_0 \le \langle v, Hv\rangle / \langle v, v\rangle$. Completing the square in each bath amplitude gives

$$\langle v, Hv\rangle - E_0 \langle v, v\rangle = \sum_k (e_k - E_0)\Bigl(c_k - \frac{V_k x}{E_0 - e_k}\Bigr)^2 + x^2\bigl(f(E_0) - E_0\bigr).$$

The last term vanishes by `hfix`, and the squares have positive weights by `hE`. In the proof, `hsq` is the sign of the sum, `hexp` its expansion, and `hx` the use of the fixed-point equation.

```lean
/-- A fixed point below all bath levels is a lower bound for the energy expectation value of
every state, relative to its squared norm. -/
theorem fixedPoint_le_energy [DecidableEq ι] (a : ℝ) (e V : ι → ℝ) (E₀ : ℝ)
    (hE : ∀ k, E₀ < e k) (hfix : partitionedEnergy a e V E₀ = E₀) (v : Option ι → ℝ) :
    E₀ * (v ⬝ᵥ v) ≤ v ⬝ᵥ (hamiltonian a e V *ᵥ v) := by
  obtain ⟨h0, h1⟩ := hamiltonian_mulVec a e V v
  simp only [dotProduct, Fintype.sum_option, h0, h1]
  -- complete the square in every bath amplitude
  have hsq : 0 ≤ ∑ k, (e k - E₀) * (v (some k) - V k / (E₀ - e k) * v none) ^ 2 :=
    Finset.sum_nonneg fun k _ => mul_nonneg (by linarith [hE k]) (sq_nonneg _)
  have hexp : ∑ k, (e k - E₀) * (v (some k) - V k / (E₀ - e k) * v none) ^ 2
      = ∑ k, v (some k) * (V k * v none + e k * v (some k))
        + v none * ∑ k, V k * v (some k) - E₀ * ∑ k, v (some k) * v (some k)
        - v none ^ 2 * ∑ k, V k ^ 2 / (E₀ - e k) := by
    simp only [Finset.mul_sum, ← Finset.sum_add_distrib, ← Finset.sum_sub_distrib]
    refine Finset.sum_congr rfl fun k _ => ?_
    have hk : E₀ - e k ≠ 0 := (sub_neg.mpr (hE k)).ne
    field_simp
    ring
  have hx : v none ^ 2 * (a + ∑ k, V k ^ 2 / (E₀ - e k)) = v none ^ 2 * E₀ :=
    congrArg (fun t => v none ^ 2 * t) hfix
  rw [hexp] at hsq
  linarith
```

Together with `eigenvalue_iff_fixedPoint`, this identifies $E_0$ as the ground-state energy of the model.

Both assumptions matter already for $a = 0$ and one level at $0$ with coupling $1$, where the normalised state $(1, -1)/\sqrt2$ has energy $-1$. The fixed point $+1$ lies above the bath and is not a lower bound. The value $-1/2$ lies below the bath but is not a fixed point, and it fails as well.

## When the bottom of the bath is uncoupled

If all couplings vanish, $f(E) = a$ for every $E$. When $a \ge e_{k_0}$, any $E < e_{k_0}$ has $f(E) = a > E$, so there is no fixed point below that level. If $e_{k_0}$ is the lowest bath level, it is then the ground-state energy. For $a > e_{k_0}$ the constant $f = a$ carries no trace of it; for $a = e_{k_0}$ the reference state has this energy too. The last theorem records this failure of existence; its proof simplifies the sum to zero and compares the two inequalities.

```lean
/-- Without any coupling, a reference energy that is not below the bath level `e k₀` leaves no
fixed point below that level. -/
theorem no_fixedPoint_of_uncoupled (a : ℝ) (e : ι → ℝ) (k₀ : ι) (ha : e k₀ ≤ a) :
    ∀ E < e k₀, partitionedEnergy a e (fun _ => 0) E ≠ E := by
  intro E hE h
  simp [partitionedEnergy] at h
  linarith

end

end LoewdinBracketing
```

Coupling to a higher level need not repair this. With levels $0$ and $1$, couplings $0$ and $1$, and $a = 10$, $f(E)$ stays above $9$ for all $E < 0$. If instead all couplings vanish and $a < e_{k_0}$, the fixed point $E_0 = a$ exists, but every trial is sent exactly onto it and the strict bracketing is lost.

```lean
#print axioms LoewdinBracketing.eigenvalue_iff_fixedPoint
#print axioms LoewdinBracketing.fixedPoint_bracketing
#print axioms LoewdinBracketing.fixedPoint_le_energy
#print axioms LoewdinBracketing.no_fixedPoint_of_uncoupled
```

```
'LoewdinBracketing.eigenvalue_iff_fixedPoint' depends on axioms: [propext, Classical.choice, Quot.sound]
'LoewdinBracketing.fixedPoint_bracketing' depends on axioms: [propext, Classical.choice, Quot.sound]
'LoewdinBracketing.fixedPoint_le_energy' depends on axioms: [propext, Classical.choice, Quot.sound]
'LoewdinBracketing.no_fixedPoint_of_uncoupled' depends on axioms: [propext, Classical.choice, Quot.sound]
```
